# The commute-time identity for random walks on finite connected conductance networks

A particle hops between the sites of a finite connected network, choosing each bond with probability proportional to its conductance. The mean number of steps from $a$ to $b$, plus the mean number back, is

$$m_{ab}+m_{ba}=\Big(\sum_i c_i\Big)(v_a-v_b).$$

Here $c_i$ is the sum of the conductances at site $i$, and $v$ is any potential that carries unit current from $a$ to $b$.

## Hopping times and electrical currents

Let $c_{ij}=c_{ji}\ge 0$ be the conductances, with $c_i=\sum_j c_{ij}$ and $P_{ij}=c_{ij}/c_i$. By Ohm's law, a potential $v$ drives out of site $i$ the net current

$$(Lv)_i=\sum_j c_{ij}(v_i-v_j).$$

Unit current from $a$ to $b$ means $(Lv)_i=\delta_{ia}-\delta_{ib}$, so $v_a-v_b$ is the effective resistance between the two sites.

In a finite irreducible Markov model of molecular kinetics with detailed balance, $c_{ij}=\pi_iP_{ij}$, where $\pi$ is the normalised stationary distribution. Then $\sum_i c_i=1$, and the potential difference is the mean round-trip time in steps. That the molecule's motion is well described by memoryless hops between such states is a physical assumption.

## The network and the walk in Lean

The finite type `V` holds the sites, and `c i j` is $c_{ij}$. `IsNetwork c` requires symmetry, non-negativity and a path of positive conductances between any two sites. Self-loops are allowed, and `isNetwork_of_pos` covers the case where all off-diagonal conductances are positive.

The code calls $c_i$ `strength c i`, $P_{ij}$ `step c i j` and $(Lv)_i$ `outflow c v i`. `UnitCurrent c a b v` is the current condition above.

The matrix `stopped c b` is $P$ with row $b$ set to zero. Its $n$-th power, summed over endpoints other than $b$, gives `survival c b n i`, written $s_n(i)$ below: the probability that a walk from $i$ has not visited $b$ up to time $n$. The mean hitting time $m_{ib}$ is `hit c i b`, with the start first and the target second. It is defined as $\sum_{n\ge0}s_n(i)$, which is the mean of the hitting time $\tau$ because $\mathbb E\,\tau=\sum_{n\ge0}\Pr(\tau>n)$. Lean assigns a divergent series the value zero, so convergence has to be proved before `hit` can be read as a time.

`commute_time` states the identity for every such `v`, and `exists_unitCurrent` shows that one exists. The sites may coincide, in which case both sides vanish. Infinite networks and continuous-time walks are not treated.

## A bound on the mean time

First suppose $h_b=0$ and $(Lh)_i=0$ for $i\ne b$. Then

$$0=\sum_i h_i(Lh)_i=\tfrac12\sum_{i,j}c_{ij}(h_i-h_j)^2,$$

so $h$ is constant along every bond, and connectedness gives $h=0$. The linear map that sends $h$ to $h_b$ and the outflows away from $b$ is therefore injective. In finite dimension it is also surjective, so some $h$ has $h_b=0$ and $(Lh)_i=c_i$ for $i\ne b$. At a minimum of $h$ the outflow is at most zero, while $c_i>0$ for $i\ne b$. The minimum is thus at $b$, and $h\ge0$.

Dividing by $c_i$ gives $h_i=1+\sum_jP_{ij}h_j$ for $i\ne b$. There, also, $s_0(i)=1$ and $s_{n+1}(i)=\sum_jP_{ij}s_n(j)$, while $s_n(b)=0$. If $\sum_{n<N}s_n(j)\le h_j$ for all $j$, then for $i\ne b$

$$\sum_{n<N+1}s_n(i)=1+\sum_jP_{ij}\sum_{n<N}s_n(j)\le 1+\sum_jP_{ij}h_j=h_i.$$

By induction all partial sums are bounded. Their terms are non-negative, so the series converges.

## From first steps to the identity

Splitting off the term $n=0$ gives $m_{bb}=0$ and

$$m_{ib}=1+\sum_jP_{ij}m_{jb}\qquad(i\ne b).$$

Multiplied by $c_i$, this says that the potential $i\mapsto m_{ib}$ has outflow $c_i$ for $i\ne b$. All outflows sum to zero by symmetry, so with $C=\sum_kc_k$ the outflow at $b$ is $c_b-C$.

It is a mistake to use the first-step equation at $i=b$ too: its right-hand side is then the mean return time, not $m_{bb}=0$, and the term $-C$ is lost.

For any $u$ and $v$, symmetry gives

$$\sum_iu_i(Lv)_i=\sum_ic_iu_iv_i-\sum_{i,j}c_{ij}u_iv_j=\sum_iv_i(Lu)_i.$$

Let $v$ carry unit current. Taking $u_i=m_{ib}$, then $u_i=m_{ia}$, yields

$$m_{ab}-m_{bb}=\sum_ic_iv_i-Cv_b,\qquad m_{aa}-m_{ba}=\sum_ic_iv_i-Cv_a.$$

Since $m_{aa}=m_{bb}=0$, subtraction gives the identity. For $a\ne b$, the potential $v_i=(m_{ib}-m_{ia})/C$ has outflow $\delta_{ia}-\delta_{ib}$; for $a=b$, take $v=0$.

## Three sites in series

Let $c_{ax}=1$ and $c_{xb}=2$, with no other bonds. Then $c_a=1$, $c_x=3$, $c_b=2$ and $C=6$. The resistance is $1+\tfrac12=\tfrac32$, which predicts a commute time of $9$.

Towards $b$, $m_{ab}=1+m_{xb}$ and $m_{xb}=1+\tfrac13m_{ab}$, so $m_{ab}=3$. Towards $a$, $m_{ba}=1+m_{xa}$ and $m_{xa}=1+\tfrac23m_{ba}$, so $m_{ba}=6$. The sum is $9$.

## The Lean file

```lean
import Mathlib

open Matrix

noncomputable section

namespace CommuteTime

variable {V : Type*} [Fintype V] [DecidableEq V] {c : V → V → ℝ}

/-- A connected network: symmetric, non-negative conductances, with every two sites joined
by a path of positive conductances. -/
structure IsNetwork (c : V → V → ℝ) : Prop where
  symm : ∀ i j, c i j = c j i
  nonneg : ∀ i j, 0 ≤ c i j
  connected : ∀ i j, Relation.ReflTransGen (fun x y => 0 < c x y) i j

/-- The total conductance `c_i` at site `i`. -/
def strength (c : V → V → ℝ) (i : V) : ℝ := ∑ j, c i j

/-- The transition probability `P_ij = c_ij / c_i`, for sites with `c_i ≠ 0`. -/
def step (c : V → V → ℝ) (i j : V) : ℝ := c i j / strength c i

/-- The matrix `P` of transition probabilities with row `b` replaced by zero, so that no path
continues after reaching `b`. -/
def stopped (c : V → V → ℝ) (b : V) : Matrix V V ℝ :=
  Matrix.of fun i j => if i = b then 0 else step c i j

/-- The probability that the walk started at `i` has not visited `b` up to time `n`:
the weight of all `n`-step paths from `i` that avoid `b`. -/
def survival (c : V → V → ℝ) (b : V) (n : ℕ) : V → ℝ :=
  (stopped c b ^ n) *ᵥ (fun j => if j = b then 0 else 1)

/-- The mean hitting time `m_ib`, as the sum over `n` of the probability that `b` has not been
reached up to time `n`. In a connected network this series converges; Lean would give a divergent
one the value zero. -/
def hit (c : V → V → ℝ) (i b : V) : ℝ := ∑' n, survival c b n i

/-- The net current flowing out of site `i` in the potential `v`, by Ohm's law. -/
def outflow (c : V → V → ℝ) (v : V → ℝ) (i : V) : ℝ := ∑ j, c i j * (v i - v j)

/-- The potential `v` carries unit current from `a` to `b`. -/
def UnitCurrent (c : V → V → ℝ) (a b : V) (v : V → ℝ) : Prop :=
  ∀ i, outflow c v i = (if i = a then 1 else 0) - (if i = b then 1 else 0)

omit [Fintype V] in
/-- Non-negative conductances that are symmetric and positive off the diagonal form a
connected network. -/
theorem isNetwork_of_pos (hs : ∀ i j, c i j = c j i) (hd : ∀ i, 0 ≤ c i i)
    (hp : ∀ i j, i ≠ j → 0 < c i j) : IsNetwork c := by
  refine ⟨hs, fun i j => ?_, fun i j => ?_⟩
  · by_cases h : i = j
    · subst h; exact hd i
    · exact (hp i j h).le
  · by_cases h : i = j
    · subst h; exact Relation.ReflTransGen.refl
    · exact Relation.ReflTransGen.single (hp i j h)

/-- Survival for `n + 1` steps from a site other than `b` is one step followed by survival for
`n` steps; from `b` itself it is zero. -/
theorem survival_succ (b : V) (n : ℕ) (i : V) : survival c b (n + 1) i =
    if i = b then 0 else ∑ j, step c i j * survival c b n j := by
  have h : survival c b (n + 1) = stopped c b *ᵥ survival c b n := by
    simp only [survival, pow_succ', Matrix.mulVec_mulVec]
  rw [h]
  by_cases hi : i = b <;> simp [Matrix.mulVec, dotProduct, stopped, hi]

omit [DecidableEq V] in
/-- In a connected network with at least two sites `i ≠ b`, the total conductance at `i` is
positive, and the outflow is `c_i` times the drop from `v_i` to its mean after one step. -/
theorem outflow_eq (hc : IsNetwork c) {i b : V} (hi : i ≠ b) (v : V → ℝ) :
    0 < strength c i ∧
      outflow c v i = strength c i * (v i - ∑ j, step c i j * v j) := by
  have hpos : 0 < strength c i := by
    rcases (hc.connected i b).cases_head with h | ⟨k, hk, -⟩
    · exact absurd h hi
    · exact lt_of_lt_of_le hk
        (Finset.single_le_sum (f := c i) (fun j _ => hc.nonneg i j) (Finset.mem_univ k))
  have hne := hpos.ne'
  have h : strength c i * ∑ j, step c i j * v j = ∑ j, c i j * v j := by
    rw [Finset.mul_sum]
    refine Finset.sum_congr rfl fun j _ => ?_
    unfold step
    field_simp
  refine ⟨hpos, ?_⟩
  rw [mul_sub, h]
  simp only [outflow, mul_sub, Finset.sum_sub_distrib, strength, Finset.sum_mul]

omit [DecidableEq V] in
/-- Green reciprocity: for symmetric conductances, pairing `u` with the currents of `v` equals
pairing `v` with the currents of `u`. -/
theorem reciprocity (hs : ∀ i j, c i j = c j i) (u v : V → ℝ) :
    ∑ i, u i * outflow c v i = ∑ i, v i * outflow c u i := by
  have e : ∀ u v : V → ℝ, ∑ i, u i * outflow c v i =
      ∑ i, ∑ j, c i j * (u i * v i) - ∑ i, ∑ j, c i j * (u i * v j) := by
    intro u v
    simp only [outflow, Finset.mul_sum, ← Finset.sum_sub_distrib]
    exact Finset.sum_congr rfl fun i _ => Finset.sum_congr rfl fun j _ => by ring
  have k : ∑ i, ∑ j, c i j * (u i * v j) = ∑ i, ∑ j, c i j * (v i * u j) := by
    rw [Finset.sum_comm]
    exact Finset.sum_congr rfl fun i _ => Finset.sum_congr rfl fun j _ => by
      rw [hs j i]; ring
  have d : ∑ i, ∑ j, c i j * (u i * v i) = ∑ i, ∑ j, c i j * (v i * u i) :=
    Finset.sum_congr rfl fun i _ => Finset.sum_congr rfl fun j _ => by ring
  rw [e u v, e v u, k, d]

/-- In a connected network some non-negative potential has outflow `c_i` at every site `i`
other than `b`. -/
theorem exists_barrier (hc : IsNetwork c) (b : V) :
    ∃ h : V → ℝ, (∀ i, 0 ≤ h i) ∧ ∀ i, i ≠ b → outflow c h i = strength c i := by
  let T : (V → ℝ) →ₗ[ℝ] (V → ℝ) :=
    { toFun := fun h i => if i = b then h b else outflow c h i
      map_add' := by
        intro x y
        ext i
        by_cases hi : i = b
        · simp [hi]
        · simp only [if_neg hi, outflow, Pi.add_apply, ← Finset.sum_add_distrib]
          exact Finset.sum_congr rfl fun j _ => by ring
      map_smul' := by
        intro r x
        ext i
        by_cases hi : i = b
        · simp [hi]
        · simp only [if_neg hi, outflow, Pi.smul_apply, smul_eq_mul, RingHom.id_apply,
            Finset.mul_sum]
          exact Finset.sum_congr rfl fun j _ => by ring }
  have inj : Function.Injective T := by
    refine (injective_iff_map_eq_zero T).2 fun h h0 => ?_
    have hb : h b = 0 := by simpa [T] using congrFun h0 b
    have off : ∀ i, i ≠ b → outflow c h i = 0 := fun i hi => by
      simpa [T, hi] using congrFun h0 i
    -- the dissipated power vanishes, so the potential is constant along every bond
    have s : ∑ i, ∑ j, c i j * (h i * (h i - h j)) =
        ∑ i, ∑ j, c i j * (h j * (h j - h i)) := by
      rw [Finset.sum_comm]
      exact Finset.sum_congr rfl fun i _ => Finset.sum_congr rfl fun j _ => by
        rw [hc.symm j i]
    have e : ∑ i, ∑ j, c i j * (h i * (h i - h j)) = 0 := by
      refine Finset.sum_eq_zero fun i _ => ?_
      have t : ∑ j, c i j * (h i * (h i - h j)) = h i * outflow c h i := by
        rw [outflow, Finset.mul_sum]
        exact Finset.sum_congr rfl fun j _ => by ring
      rw [t]
      by_cases hi : i = b
      · rw [hi, hb, zero_mul]
      · rw [off i hi, mul_zero]
    have q : ∑ i, ∑ j, c i j * (h i - h j) ^ 2 = 0 := by
      calc ∑ i, ∑ j, c i j * (h i - h j) ^ 2
          = ∑ i, ∑ j, c i j * (h i * (h i - h j)) +
            ∑ i, ∑ j, c i j * (h j * (h j - h i)) := by
            simp only [← Finset.sum_add_distrib]
            exact Finset.sum_congr rfl fun i _ => Finset.sum_congr rfl fun j _ => by ring
        _ = 0 := by rw [← s, e, add_zero]
    have n : ∀ i j, 0 ≤ c i j * (h i - h j) ^ 2 := fun i j =>
      mul_nonneg (hc.nonneg i j) (sq_nonneg _)
    have edge : ∀ i j, 0 < c i j → h i = h j := by
      intro i j hij
      have q1 := (Finset.sum_eq_zero_iff_of_nonneg fun i _ =>
        Finset.sum_nonneg fun j _ => n i j).1 q i (Finset.mem_univ i)
      have q2 := (Finset.sum_eq_zero_iff_of_nonneg fun j _ => n i j).1 q1 j
        (Finset.mem_univ j)
      have q3 := (pow_eq_zero_iff two_ne_zero).1 ((mul_eq_zero.1 q2).resolve_left hij.ne')
      linarith
    have path : ∀ i j, Relation.ReflTransGen (fun x y => 0 < c x y) i j → h i = h j := by
      intro i j p
      induction p with
      | refl => rfl
      | tail _ hjk ih => exact ih.trans (edge _ _ hjk)
    ext i
    exact (path i b (hc.connected i b)).trans hb
  obtain ⟨h, hh⟩ := LinearMap.injective_iff_surjective.1 inj
    (fun i => if i = b then 0 else strength c i)
  have hb : h b = 0 := by simpa [T] using congrFun hh b
  have off : ∀ i, i ≠ b → outflow c h i = strength c i := fun i hi => by
    simpa [T, hi] using congrFun hh i
  -- the minimum can only sit at `b`, since elsewhere the outflow is positive
  have : Nonempty V := ⟨b⟩
  obtain ⟨k, hk⟩ := Finite.exists_min h
  refine ⟨h, fun i => ?_, off⟩
  by_cases hkb : k = b
  · have := hk i
    rw [hkb, hb] at this
    exact this
  · have h1 := (outflow_eq hc hkb h).1
    have h2 : outflow c h k ≤ 0 := Finset.sum_nonpos fun j _ =>
      mul_nonpos_of_nonneg_of_nonpos (hc.nonneg k j) (sub_nonpos.2 (hk j))
    rw [off k hkb] at h2
    linarith

/-- In a connected network the series defining the mean hitting time converges. -/
theorem summable_survival (hc : IsNetwork c) (b i : V) :
    Summable fun n => survival c b n i := by
  obtain ⟨h, h0, h1⟩ := exists_barrier hc b
  have hstep : ∀ i j, 0 ≤ step c i j := fun i j =>
    div_nonneg (hc.nonneg i j) (Finset.sum_nonneg fun k _ => hc.nonneg i k)
  have hz : ∀ i, survival c b 0 i = if i = b then 0 else 1 := fun i => by simp [survival]
  have hpos : ∀ n i, 0 ≤ survival c b n i := by
    intro n
    induction n with
    | zero => intro i; rw [hz]; split_ifs <;> norm_num
    | succ n ih =>
      intro i
      rw [survival_succ]
      split_ifs
      · exact le_rfl
      · exact Finset.sum_nonneg fun j _ => mul_nonneg (hstep i j) (ih j)
  -- the barrier bounds every partial sum
  have bound : ∀ N i, ∑ n ∈ Finset.range N, survival c b n i ≤ h i := by
    intro N
    induction N with
    | zero => intro i; simpa using h0 i
    | succ N ih =>
      intro i
      rw [Finset.sum_range_succ', hz]
      by_cases hi : i = b
      · simp [survival_succ, hi, h0]
      · simp only [survival_succ, if_neg hi]
        rw [Finset.sum_comm]
        simp only [← Finset.mul_sum]
        obtain ⟨hs, he⟩ := outflow_eq hc hi h
        rw [h1 i hi] at he
        have e1 : h i - ∑ j, step c i j * h j = 1 :=
          mul_left_cancel₀ hs.ne' (by rw [mul_one]; exact he.symm)
        have le : ∑ j, step c i j * ∑ n ∈ Finset.range N, survival c b n j ≤
            ∑ j, step c i j * h j :=
          Finset.sum_le_sum fun j _ => mul_le_mul_of_nonneg_left (ih j) (hstep i j)
        linarith
  exact summable_of_sum_range_le (fun n => hpos n i) (fun N => bound N i)

/-- First-step equation in a connected network: `m_bb = 0`, and `m_ib = 1 + ∑ P_ij m_jb` for
`i ≠ b`. -/
theorem hit_first_step (hc : IsNetwork c) (i b : V) :
    hit c i b = if i = b then 0 else 1 + ∑ j, step c i j * hit c j b := by
  by_cases hi : i = b
  · subst hi
    have h : ∀ n, survival c i n i = 0 := by
      intro n
      cases n with
      | zero => simp [survival]
      | succ n => simp [survival_succ]
    simp [hit, h]
  · have h0 : survival c b 0 i = 1 := by simp [survival, hi]
    have hsum : HasSum (fun n => ∑ j, step c i j * survival c b n j)
        (∑ j, step c i j * hit c j b) :=
      hasSum_sum fun j _ => (summable_survival hc b j).hasSum.mul_left _
    rw [if_neg hi, hit, (summable_survival hc b i).tsum_eq_zero_add, h0]
    simp only [survival_succ, if_neg hi]
    rw [hsum.tsum_eq]

/-- In a connected network the hitting times to `b`, read as a potential, have outflow `c_i` at
each site `i`, less the total `∑ c_k` at `b`. -/
theorem outflow_hit (hc : IsNetwork c) (b i : V) :
    outflow c (fun k => hit c k b) i =
      strength c i - if i = b then ∑ k, strength c k else 0 := by
  have off : ∀ k, k ≠ b → outflow c (fun k => hit c k b) k = strength c k := by
    intro k hk
    have h := hit_first_step hc k b
    rw [if_neg hk] at h
    have t : hit c k b - ∑ j, step c k j * hit c j b = 1 := by linarith
    rw [(outflow_eq hc hk (fun k => hit c k b)).2]
    show strength c k * (hit c k b - ∑ j, step c k j * hit c j b) = _
    rw [t, mul_one]
  -- currents sum to zero, which fixes the value at `b`
  have z : ∑ k, outflow c (fun k => hit c k b) k = 0 := by
    simpa [outflow] using reciprocity hc.symm (fun _ => 1) (fun k => hit c k b)
  by_cases hi : i = b
  · subst hi
    have s : ∑ k, (outflow c (fun k => hit c k i) k - strength c k) =
        outflow c (fun k => hit c k i) i - strength c i :=
      Finset.sum_eq_single i (fun k _ hk => by rw [off k hk, sub_self]) (by simp)
    rw [Finset.sum_sub_distrib, z] at s
    rw [if_pos rfl]
    linarith
  · rw [if_neg hi, sub_zero, off i hi]

/-- Commute-time identity: in a connected network, `m_ab + m_ba = (∑ c_i) (v_a - v_b)` for every
potential `v` that carries unit current from `a` to `b`. -/
theorem commute_time (hc : IsNetwork c) {a b : V} {v : V → ℝ} (hv : UnitCurrent c a b v) :
    hit c a b + hit c b a = (∑ i, strength c i) * (v a - v b) := by
  have hv' : ∀ i, outflow c v i =
    (if i = a then 1 else 0) - (if i = b then 1 else 0) := hv
  have z : ∀ x, hit c x x = 0 := fun x => by rw [hit_first_step hc, if_pos rfl]
  -- pair `v` with the hitting times to `b` and to `a`
  have h1 := reciprocity hc.symm (fun i => hit c i b) v
  have h2 := reciprocity hc.symm (fun i => hit c i a) v
  simp only [hv', outflow_hit hc, mul_sub, Finset.sum_sub_distrib, mul_ite, mul_one,
    mul_zero, Finset.sum_ite_eq', Finset.mem_univ, if_true] at h1 h2
  linear_combination h1 - h2 + z a + z b

/-- In a connected network there is a potential carrying unit current between any two sites. -/
theorem exists_unitCurrent (hc : IsNetwork c) (a b : V) : ∃ v, UnitCurrent c a b v := by
  by_cases hab : a = b
  · subst hab
    exact ⟨fun _ => 0, fun i => by simp [outflow]⟩
  · have hT : 0 < ∑ k, strength c k := lt_of_lt_of_le (outflow_eq hc hab 0).1
      (Finset.single_le_sum (f := strength c)
        (fun k _ => Finset.sum_nonneg fun j _ => hc.nonneg k j) (Finset.mem_univ a))
    -- the difference of the two hitting times, scaled by the total conductance
    refine ⟨fun i => (hit c i b - hit c i a) / ∑ k, strength c k, fun i => ?_⟩
    have e : outflow c (fun i => (hit c i b - hit c i a) / ∑ k, strength c k) i =
        (outflow c (fun k => hit c k b) i - outflow c (fun k => hit c k a) i) /
          ∑ k, strength c k := by
      simp only [outflow, ← Finset.sum_sub_distrib, Finset.sum_div]
      exact Finset.sum_congr rfl fun j _ => by ring
    rw [e, outflow_hit hc b i, outflow_hit hc a i, div_eq_iff hT.ne']
    split_ifs <;> ring

end CommuteTime
```

```lean
#print axioms CommuteTime.isNetwork_of_pos
#print axioms CommuteTime.commute_time
#print axioms CommuteTime.exists_unitCurrent
```

```
'CommuteTime.isNetwork_of_pos' depends on axioms: [propext, Classical.choice, Quot.sound]
'CommuteTime.commute_time' depends on axioms: [propext, Classical.choice, Quot.sound]
'CommuteTime.exists_unitCurrent' depends on axioms: [propext, Classical.choice, Quot.sound]
```

## The lemmas behind the identity

`exists_barrier` constructs $h$. Its linear map `T` is grounded at `b`; `q` is the vanishing dissipated power, `edge` gives equality along a bond, and `path` extends it by induction. `LinearMap.injective_iff_surjective` supplies the solution, and `Finite.exists_min` locates the minimum.

`survival_succ` is the recursion for $s_n$, and `outflow_eq` converts between outflows and one-step averages. `summable_survival` uses both in the induction `bound`. With convergence known, `hit_first_step` splits off the first term by `tsum_eq_zero_add` and exchanges the finite sum over sites with the series through `hasSum_sum`.

`outflow_hit` obtains the value at `b` from `reciprocity` with a constant potential. `commute_time` applies `reciprocity` twice, as `h1` and `h2`; `simp` evaluates the Kronecker deltas, and `linear_combination` subtracts the equations, using `z` for $m_{aa}=m_{bb}=0$. `exists_unitCurrent` checks the scaled difference of hitting times by linearity and `outflow_hit`.
